# Complex matrix spaces closed under commutators with every matrix: zero, the scalars, the traceless matrices, the whole space

Let \(n\) be a finite set of orbitals, let \(E_{pq}\) be the matrix with a one in row \(p\), column \(q\) and zeros elsewhere, and write \([X,Y]=XY-YX\). A complex subspace \(V\) of the \(n\times n\) complex matrices is called commutator invariant if \([X,Y]\in V\) for every matrix \(X\) and every \(Y\in V\).

```lean
import Mathlib

open Matrix

namespace OrbitalCommutatorIdeals

variable {n : Type*} [Fintype n] [DecidableEq n]

/-- The generator `E p q` in the orbital basis: the matrix unit that takes orbital `q` to
orbital `p`. -/
def E (p q : n) : Matrix n n ℂ := Matrix.single p q 1

/-- A space of one-body operators is commutator invariant if the commutator of any matrix with
a member of the space is again a member. -/
def CommutatorInvariant (V : Submodule ℂ (Matrix n n ℂ)) : Prop :=
  ∀ X Y : Matrix n n ℂ, Y ∈ V → X * Y - Y * X ∈ V

/-- The complex multiples of the identity. -/
def scalarMatrices (n : Type*) [Fintype n] [DecidableEq n] : Submodule ℂ (Matrix n n ℂ) :=
  Submodule.span ℂ {1}

/-- The matrices of trace zero. -/
def tracelessMatrices (n : Type*) [Fintype n] : Submodule ℂ (Matrix n n ℂ) where
  carrier := {A | A.trace = 0}
  zero_mem' := Matrix.trace_zero n ℂ
  add_mem' := by
    intro A B hA hB
    have hA' : A.trace = 0 := hA
    have hB' : B.trace = 0 := hB
    show (A + B).trace = 0
    rw [Matrix.trace_add, hA', hB', add_zero]
  smul_mem' := by
    intro c A hA
    have hA' : A.trace = 0 := hA
    show (c • A).trace = 0
    rw [Matrix.trace_smul, hA', smul_zero]

/-- The product rule of the generators. -/
theorem E_mul_E (p q r s : n) : E p q * E r s = if q = r then E p s else 0 := by
  split_ifs with h
  · subst h
    simp [E]
  · simp [E, h]

/-- Every one-body matrix is the sum of the generators weighted by its entries. -/
theorem expansion (A : Matrix n n ℂ) : A = ∑ i, ∑ j, A i j • E i j :=
  (Matrix.matrix_eq_sum_single A).trans (by simp [E, Matrix.smul_single])

variable {V : Submodule ℂ (Matrix n n ℂ)}

/-- If a member `Y` of a commutator-invariant space has a non-zero entry `Y i j` with `i ≠ j`, the
generator `E j i` belongs to the space. -/
theorem generator_mem_of_coupling (hV : CommutatorInvariant V) {Y : Matrix n n ℂ} (hY : Y ∈ V)
    {i j : n} (hij : i ≠ j) (hne : Y i j ≠ 0) : E j i ∈ V := by
  have h := hV (E j i) _ (hV (E j i) Y hY)
  have hsq : E j i * E j i = 0 := by rw [E_mul_E, if_neg hij]
  have hmid : E j i * Y * E j i = Y i j • E j i := by
    ext a b
    by_cases ha : j = a <;> by_cases hb : i = b <;>
      simp [E, Matrix.mul_apply, Matrix.single_apply, ha, hb]
  -- the double commutator isolates a single entry of `Y`
  have key : E j i * (E j i * Y - Y * E j i) - (E j i * Y - Y * E j i) * E j i
      = (-2 * Y i j) • E j i := by
    calc _ = (E j i * E j i) * Y + Y * (E j i * E j i) - 2 • (E j i * Y * E j i) := by
          noncomm_ring
      _ = _ := by
          rw [hsq, hmid, zero_mul, mul_zero]
          module
  rw [key] at h
  exact (V.smul_mem_iff (mul_ne_zero (by norm_num) hne)).1 h

/-- A commutator-invariant space with one off-diagonal generator contains all of them. -/
theorem all_generators_mem (hV : CommutatorInvariant V) {p q : n} (hpq : p ≠ q)
    (h : E p q ∈ V) (k l : n) (hkl : k ≠ l) : E k l ∈ V := by
  -- a commutator changes the right index
  have right : ∀ a b c : n, a ≠ c → E a b ∈ V → E a c ∈ V := by
    intro a b c hac hab
    have h1 := hV (E b c) _ hab
    simpa [E_mul_E, hac.symm] using h1
  by_cases hk : k = q
  · subst hk
    have hback : E k p ∈ V :=
      generator_mem_of_coupling hV h hpq (by simp [E])
    exact right k p l hkl hback
  · -- a commutator changes the left index
    have h1 := hV (E k p) _ h
    have h2 : E k q ∈ V := by simpa [E_mul_E, Ne.symm hk] using h1
    exact right k q l hkl h2

/-- A commutator-invariant space with a non-scalar member contains an off-diagonal generator. -/
theorem exists_generator_mem (hV : CommutatorInvariant V) {Y : Matrix n n ℂ} (hY : Y ∈ V)
    (hs : Y ∉ scalarMatrices n) : ∃ p q : n, p ≠ q ∧ E p q ∈ V := by
  by_contra hno
  have hoff : ∀ Z ∈ V, ∀ i j : n, i ≠ j → Z i j = 0 := by
    intro Z hZ i j hij
    by_contra hz
    exact hno ⟨j, i, hij.symm, generator_mem_of_coupling hV hZ hij hz⟩
  -- unequal diagonal entries would give a coupling after one commutator
  have hdiag : ∀ i j : n, Y i i = Y j j := by
    intro i j
    by_cases hij : i = j
    · rw [hij]
    · have h := hoff _ (hV (E i j) Y hY) i j hij
      have he : (E i j * Y - Y * E i j) i j = Y j j - Y i i := by
        simp [E, Matrix.mul_apply, Matrix.single_apply]
      rw [he] at h
      exact (sub_eq_zero.1 h).symm
  apply hs
  rcases isEmpty_or_nonempty n with hn | ⟨⟨p⟩⟩
  · exact Submodule.mem_span_singleton.2 ⟨0, Subsingleton.elim _ _⟩
  · refine Submodule.mem_span_singleton.2 ⟨Y p p, ?_⟩
    ext i j
    by_cases hij : i = j
    · subst hij
      simp [hdiag p i]
    · simp [hij, hoff Y hY i j hij]

/-- If a commutator-invariant space contains all off-diagonal generators, it contains every
matrix once its trace has been removed from the occupation of one orbital `p`. -/
theorem sub_trace_mem (hV : CommutatorInvariant V) (hE : ∀ k l : n, k ≠ l → E k l ∈ V)
    (p : n) (A : Matrix n n ℂ) : A - A.trace • E p p ∈ V := by
  have hd : ∀ k : n, E k k - E p p ∈ V := by
    intro k
    by_cases hk : k = p
    · simp [hk]
    · have h := hV (E k p) _ (hE p k (Ne.symm hk))
      simpa [E_mul_E] using h
  have h1 : ∑ i, ∑ j, A i j • (if i = j then E p p else 0) = A.trace • E p p := by
    simp [Matrix.trace, Finset.sum_smul, smul_ite]
  have h2 : A - A.trace • E p p
      = ∑ i, ∑ j, A i j • (E i j - if i = j then E p p else 0) := by
    simp only [smul_sub, Finset.sum_sub_distrib]
    rw [h1, ← expansion A]
  rw [h2]
  refine V.sum_mem fun i _ => V.sum_mem fun j _ => V.smul_mem _ ?_
  by_cases hij : i = j
  · subst hij
    simpa using hd i
  · simpa [hij] using hE i j hij

/-- A space of one-body matrices is commutator invariant exactly when it is zero, the scalar
matrices, the traceless matrices or the whole matrix space. -/
theorem commutatorInvariant_iff (V : Submodule ℂ (Matrix n n ℂ)) :
    CommutatorInvariant V ↔
      V = ⊥ ∨ V = scalarMatrices n ∨ V = tracelessMatrices n ∨ V = ⊤ := by
  constructor
  · intro hV
    by_cases hs : V ≤ scalarMatrices n
    · by_cases h1 : (1 : Matrix n n ℂ) ∈ V
      · exact Or.inr (Or.inl (le_antisymm hs
          (Submodule.span_le.2 (Set.singleton_subset_iff.2 h1))))
      · refine Or.inl ((Submodule.eq_bot_iff V).2 fun Y hY => ?_)
        obtain ⟨c, rfl⟩ := Submodule.mem_span_singleton.1 (hs hY)
        by_cases hc : c = 0
        · rw [hc, zero_smul]
        · exact absurd ((V.smul_mem_iff hc).1 hY) h1
    · obtain ⟨Y, hY, hYs⟩ := SetLike.not_le_iff_exists.1 hs
      obtain ⟨p, q, hpq, h⟩ := exists_generator_mem hV hY hYs
      have hT := sub_trace_mem hV (all_generators_mem hV hpq h) p
      by_cases ht : V ≤ tracelessMatrices n
      · refine Or.inr (Or.inr (Or.inl (le_antisymm ht fun A hA => ?_)))
        have hA' : A.trace = 0 := hA
        have h3 := hT A
        rwa [hA', zero_smul, sub_zero] at h3
      · -- a member with non-zero trace supplies the missing direction
        obtain ⟨B, hB, hBt⟩ := SetLike.not_le_iff_exists.1 ht
        have hB' : B.trace ≠ 0 := hBt
        have h3 := V.sub_mem hB (hT B)
        rw [sub_sub_cancel] at h3
        have hpp : E p p ∈ V := (V.smul_mem_iff hB').1 h3
        refine Or.inr (Or.inr (Or.inr (eq_top_iff.2 fun A _ => ?_)))
        have h4 := V.add_mem (hT A) (V.smul_mem A.trace hpp)
        rwa [sub_add_cancel] at h4
  · rintro (rfl | rfl | rfl | rfl) <;> intro X Y hY
    · have h0 : Y = 0 := (Submodule.mem_bot ℂ).1 hY
      simp [h0]
    · obtain ⟨c, rfl⟩ := Submodule.mem_span_singleton.1 hY
      simp
    · show (X * Y - Y * X).trace = 0
      rw [Matrix.trace_sub, Matrix.trace_mul_comm X Y, sub_self]
    · exact Submodule.mem_top

/-- Commutator invariance need only be tested on the generators `E p q`. -/
theorem commutatorInvariant_iff_generators (V : Submodule ℂ (Matrix n n ℂ)) :
    CommutatorInvariant V ↔ ∀ p q : n, ∀ Y ∈ V, E p q * Y - Y * E p q ∈ V := by
  refine ⟨fun h p q Y hY => h _ Y hY, fun h X Y hY => ?_⟩
  have hX : X * Y - Y * X = ∑ i, ∑ j, X i j • (E i j * Y - Y * E i j) := by
    conv_lhs => rw [expansion X]
    simp only [Finset.sum_mul, Finset.mul_sum, smul_mul_assoc, mul_smul_comm, smul_sub,
      Finset.sum_sub_distrib]
  rw [hX]
  exact V.sum_mem fun i _ => V.sum_mem fun j _ => V.smul_mem _ (h i j Y hY)

/-- A space of traceless matrices that is closed under commutators with all traceless matrices
is zero or contains every traceless matrix. -/
theorem traceless_simple [Nonempty n] (hle : V ≤ tracelessMatrices n)
    (h : ∀ X Y : Matrix n n ℂ, X.trace = 0 → Y ∈ V → X * Y - Y * X ∈ V) :
    V = ⊥ ∨ V = tracelessMatrices n := by
  have hc : (Fintype.card n : ℂ) ≠ 0 := Nat.cast_ne_zero.2 Fintype.card_ne_zero
  -- the scalar part of `X` drops out of every commutator
  have hV : CommutatorInvariant V := by
    intro X Y hY
    have h1 := h (X - (X.trace / (Fintype.card n : ℂ)) • (1 : Matrix n n ℂ)) Y (by
      rw [Matrix.trace_sub, Matrix.trace_smul, Matrix.trace_one, smul_eq_mul,
        div_mul_cancel₀ _ hc, sub_self]) hY
    simp only [sub_mul, mul_sub, smul_mul_assoc, mul_smul_comm, one_mul, mul_one,
      sub_sub_sub_cancel_right] at h1
    exact h1
  have hone : (1 : Matrix n n ℂ) ∉ V := by
    intro h1
    have h2 : (1 : Matrix n n ℂ).trace = 0 := hle h1
    rw [Matrix.trace_one] at h2
    exact hc h2
  rcases (commutatorInvariant_iff V).1 hV with h0 | h1 | h2 | h3
  · exact Or.inl h0
  · exact absurd (h1 ▸ Submodule.mem_span_singleton_self (1 : Matrix n n ℂ)) hone
  · exact Or.inr h2
  · exact absurd (h3 ▸ Submodule.mem_top) hone

end OrbitalCommutatorIdeals
```

```lean
#print axioms OrbitalCommutatorIdeals.commutatorInvariant_iff_generators
-- 'OrbitalCommutatorIdeals.commutatorInvariant_iff_generators' depends on axioms: [propext, Classical.choice, Quot.sound]
#print axioms OrbitalCommutatorIdeals.traceless_simple
-- 'OrbitalCommutatorIdeals.traceless_simple' depends on axioms: [propext, Classical.choice, Quot.sound]
```

## The classification in words

The theorem `commutatorInvariant_iff` says that \(V\) is commutator invariant if and only if it is one of four spaces: zero (`⊥`), the complex multiples of the identity (`scalarMatrices n`), the matrices of trace zero (`tracelessMatrices n`), or all matrices (`⊤`). In the language of Lie algebras, these are the ideals of \(\mathfrak{gl}(n,\mathbb C)\).

The type `n` is the orbital index set itself, and the number of orbitals is its cardinality \(|n|\). With two or more orbitals the four spaces are different. With one orbital, the scalars are the whole space and the traceless matrices are zero. The theorem also holds for an empty index set, where all four coincide.

Two further theorems accompany the classification. By `commutatorInvariant_iff_generators`, it is enough to test commutators with the matrices \(E_{pq}\). By `traceless_simple`, if there is at least one orbital, a subspace of the traceless matrices that is closed under commutators with all traceless matrices is either zero or the full traceless space. Calling a Lie algebra simple also requires it to be non-abelian. That is a separate condition, which fails for one orbital, where the traceless space is zero.

## Matrices as one-body operators

In an orthonormal orbital basis, a matrix \(A\) represents the one-body operator

\[
\hat A=\sum_{p,q}A_{pq}\,a_p^\dagger a_q ,
\]

where \(a_p^\dagger\) and \(a_p\) create and annihilate a fermion in orbital \(p\). Their anticommutation rules give \([\hat A,\hat B]=\widehat{[A,B]}\). The matrix \(E_{pq}\), written `E p q` in Lean, thus stands for the excitation operator \(a_p^\dagger a_q\), and the identity matrix stands for the particle-number operator. The file works with the matrices only and constructs no Fock space.

For one-body operators over finitely many orbitals, the result means that a complex-linear class of such operators preserved by commutators with every one-body operator, if it is neither zero nor the class of all one-body operators, consists either of the multiples of the particle number or of the operators with traceless matrices. The occupied-to-virtual excitations, for instance, do not form such a class when both kinds of orbital are present.

The scalars are complex throughout. The Lie algebra \(\mathfrak u(n)\) consists of anti-Hermitian matrices and is a real vector space; the theorem concerns its complexification and does not classify real subspaces of \(\mathfrak u(n)\). Two-body operators are not covered either.

## From one coupling to one generator

Everything rests on the product rule `E_mul_E`,

\[
E_{pq}E_{rs}=\delta_{qr}E_{ps},
\]

and on the expansion \(A=\sum_{i,j}A_{ij}E_{ij}\), which is `expansion`.

Suppose \(Y\in V\) has \(Y_{ij}\neq0\) for some \(i\neq j\). Then \(E_{ji}^2=0\) and \(E_{ji}YE_{ji}=Y_{ij}E_{ji}\), so

\[
[E_{ji},[E_{ji},Y]]=E_{ji}^2Y-2E_{ji}YE_{ji}+YE_{ji}^2=-2Y_{ij}E_{ji}.
\]

The left side lies in \(V\), and dividing by the non-zero number \(-2Y_{ij}\) gives \(E_{ji}\in V\). This is `generator_mem_of_coupling`. There `hsq` and `hmid` are the two product identities, `noncomm_ring` expands the double commutator, and `module` collects the coefficient.

Next, let \(Y\in V\) be non-scalar. Suppose \(V\) contained no off-diagonal generator. By the previous step every member of \(V\) would then be diagonal. But \([E_{ij},Y]\) is also a member, and for \(i\neq j\) its \((i,j)\) entry is

\[
[E_{ij},Y]_{ij}=Y_{jj}-Y_{ii}.
\]

This entry would have to vanish, so all diagonal entries of \(Y\) would agree and \(Y\) would be scalar, a contradiction. The lemma `exists_generator_mem` follows this argument, with `hoff` for the off-diagonal entries and `hdiag` for the diagonal ones.

## From one generator to all traceless matrices

Let \(E_{pq}\in V\) with \(p\neq q\), and let \(k\neq l\) be any other choice of indices. If \(E_{ab}\in V\) and \(a\neq c\), then

\[
[E_{bc},E_{ab}]=-E_{ac},
\]

so the right index can be changed freely, provided it stays different from the left one. For \(k\neq q\),

\[
[E_{kp},E_{pq}]=E_{kq},
\]

and changing the right index from \(q\) to \(l\) gives \(E_{kl}\in V\). For \(k=q\), the double commutator applied to \(E_{pq}\) gives \(E_{qp}\in V\), and changing the right index from \(p\) to \(l\) gives \(E_{ql}\). These are the two cases of `all_generators_mem`, whose local statement `right` is the change of right index.

The diagonal differences follow from

\[
[E_{kp},E_{pk}]=E_{kk}-E_{pp}\qquad(k\neq p).
\]

For any matrix \(A\) we can therefore write

\[
A-\operatorname{tr}(A)\,E_{pp}
=\sum_{i\neq j}A_{ij}E_{ij}+\sum_iA_{ii}(E_{ii}-E_{pp}),
\]

and every term on the right lies in \(V\). This is `sub_trace_mem`. Lean puts both sums into one double sum with an `if i = j` term, then checks membership term by term.

## Sorting the cases

If \(V\) contains only scalar matrices, there are two possibilities. Either the identity is in \(V\), and \(V\) is the whole scalar space, or it is not. In the second case no \(c\,1\) with \(c\neq0\) can lie in \(V\), since dividing by \(c\) would produce the identity, so \(V\) is zero.

If \(V\) contains a non-scalar matrix, the previous steps give \(A-\operatorname{tr}(A)E_{pp}\in V\) for every \(A\), so \(V\) contains all traceless matrices. If all its members are traceless, \(V\) is the traceless space. Otherwise choose \(B\in V\) with \(\operatorname{tr}B\neq0\). Then

\[
B-\bigl(B-\operatorname{tr}(B)E_{pp}\bigr)=\operatorname{tr}(B)E_{pp}\in V,
\]

so \(E_{pp}\in V\). Adding \(\operatorname{tr}(A)E_{pp}\) back to \(A-\operatorname{tr}(A)E_{pp}\) shows that every \(A\) is in \(V\).

Conversely, commutators with zero or with a scalar matrix vanish, every commutator has trace zero because \(\operatorname{tr}(XY)=\operatorname{tr}(YX)\), and the whole space is closed under everything. In `commutatorInvariant_iff`, the two `by_cases` splits on `V ≤ scalarMatrices n` and `V ≤ tracelessMatrices n` organise the forward direction, and `rintro` opens the four cases of the converse.

## Fewer commutators to test

The test on generators works because the commutator is linear in its first argument:

\[
[X,Y]=\sum_{i,j}X_{ij}[E_{ij},Y].
\]

If each \([E_{ij},Y]\) lies in \(V\), so does the sum.

For `traceless_simple`, replace \(X\) by \(X_0=X-\frac{\operatorname{tr}X}{|n|}1\). This matrix is traceless, and \([X_0,Y]=[X,Y]\) because the identity commutes with \(Y\). Closure under commutators with traceless matrices therefore implies full commutator invariance, and the classification applies. The scalar space and the whole space both contain the identity, whose trace is \(|n|\neq0\), so neither fits inside the traceless matrices. Zero and the full traceless space remain.

## When the closure condition is weakened

Leaving a generator out of the test can make it too weak, as two orbitals show. Let \(V\) be the complex multiples of \(E_{12}\). Then

\[
[E_{11},E_{12}]=E_{12},\qquad [E_{22},E_{12}]=-E_{12},\qquad [E_{12},E_{12}]=0,
\]

so \(V\) passes for three of the four generators, yet it is none of the four spaces. The remaining generator detects this: \([E_{21},E_{12}]=E_{22}-E_{11}\notin V\). Not every generator is indispensable, however: for two orbitals both diagonal generators can be left out. By the Jacobi identity, a space closed under commutators with \(E_{12}\) and with \(E_{21}\) is also closed under commutators with \([E_{12},E_{21}]=E_{11}-E_{22}\). Since \(E_{11}\) and \(E_{22}\) are \(\tfrac12 1\pm\tfrac12(E_{11}-E_{22})\) and the identity commutes with everything, the space passes the test for them too.

Complex linearity of \(V\) matters as well. The real multiples of the identity are closed under commutators with every matrix, since all those commutators vanish, but for one or more orbitals they form only a real subspace and are not on the list.
